# Unitarity of the scattering matrix $S = 1 - iW^*GW$ for a Hermitian system with open channels

**Q:** A molecule sits between two metal leads. An electron arrives in one lead and is either reflected or transmitted, so the probabilities of all outcomes must add up to one. Yet the molecule is usually described by a non-Hermitian operator, because electrons can leak out of it. Why should probability be conserved?

**A:** Because the leakage and the scattering amplitudes contain the same coupling. Let the Hermitian matrix $H$ describe the isolated molecule in an orthonormal basis, let $E$ be the real energy, and let the rectangular matrix $W$ couple levels (rows) to channels (columns). A star denotes the conjugate transpose. Define

$$A = E - H + \tfrac{i}{2}WW^*,\qquad AG = 1,\qquad K = W^*GW,\qquad S = 1 - iK .$$

Since $H^*=H$ and $E$ is real, $A^* = E - H - \tfrac{i}{2}WW^* = A - iWW^*$. The adjoint of $AG=1$ is $G^*A^*=1$, so $G^*A^*G = G$. Inserting the expression for $A^*$ gives

$$G = G^*(A - iWW^*)G = G^* - iG^*WW^*G .$$

Multiply $G-G^*$ by $W^*$ on the left and $W$ on the right:

$$K - K^* = -i\,(W^*G^*W)(W^*GW) = -iK^*K .$$

Then

$$S^*S = (1+iK^*)(1-iK) = 1 - i(K-K^*) + K^*K = 1 - K^*K + K^*K = 1 .$$

The diagonal entry $(b,b)$ of $S^*S=1$ reads $\sum_a |S_{ab}|^2 = 1$. No term is negative, so each $|S_{ab}|^2\le 1$.

**Q:** I accept the algebra. What do the Lean objects stand for?

**A:** The finite types `n` and `m` label levels and channels.

```lean
import Mathlib

open Matrix
open scoped ComplexOrder

namespace ScatteringUnitarity

noncomputable section

variable {n m : Type*} [Fintype n] [DecidableEq n] [Fintype m]
```

The matrix $A$ is `openOperator H W E`. The type `E : ℝ` makes the energy real, and `Wᴴ` is $W^*$.

```lean
/-- The operator `E - H + (i/2) W W*` of a system with Hamiltonian `H` coupled by `W`
to open channels, at real energy `E`. -/
def openOperator (H : Matrix n n ℂ) (W : Matrix n m ℂ) (E : ℝ) : Matrix n n ℂ :=
  (E : ℂ) • (1 : Matrix n n ℂ) - H + (Complex.I / 2) • (W * Wᴴ)
```

The sign $+\tfrac{i}{2}WW^*$ is the retarded convention: with time dependence $e^{-iEt/\hbar}$, amplitude on the molecule decays into the channels. Many textbooks write $i\pi WW^*$ and $S = 1-2\pi i\,W^*GW$; here the factor $\sqrt{2\pi}$ is absorbed into $W$.

```lean
/-- The transition matrix `K = W* G W` between channels. -/
def transitionMatrix (W : Matrix n m ℂ) (G : Matrix n n ℂ) : Matrix m m ℂ :=
  Wᴴ * G * W
```

The letter needs care. This $K$ is what scattering texts usually call a $T$ matrix, not the Hermitian reactance matrix that often bears the name $K$.

```lean
/-- The scattering matrix `S = 1 - i W* G W`. -/
def scatteringMatrix [DecidableEq m] (W : Matrix n m ℂ) (G : Matrix n n ℂ) :
    Matrix m m ℂ :=
  1 - Complex.I • transitionMatrix W G
```

The entry $S_{ab}$ is the amplitude from channel $b$ into channel $a$. It describes transmission or reflection according to which leads the two channels belong to.

**Q:** Where does the Green's matrix come from? `scatteringMatrix` accepts any `G`.

**A:** The definition does, but the theorems assume `openOperator H W E * G = 1`. For finite square matrices a right inverse is also a left inverse, so this $G$ is the Green's matrix. Lean's built-in inverse of a singular matrix is zero, which would give $S=1$ and hide the question of existence; the explicit equation keeps it visible.

**Q:** And does $S$ describe real leads?

**A:** That is the step the hypotheses leave open: one must derive from the wave equation in the leads that $1-iW^*GW$ gives the ratios of outgoing to incoming amplitudes, normalised to unit flux and with the phases of the outgoing waves chosen so that $S=1$ when the molecule is decoupled. A Hermitian energy shift caused by the leads can be included in $H$, since the theorems work at one fixed energy.

**Q:** Then show me where Hermiticity enters the proof.

**A:** In the first lemma, which computes $A^*$. It conjugates $E$ and $i/2$, replaces $H^*$ by $H$, and collects terms with `module`.

```lean
omit [Fintype n] in
/-- For Hermitian `H`, the adjoint of the open-system operator differs from the operator
itself by `i W W*`. -/
theorem openOperator_conjTranspose {H : Matrix n n ℂ} (hH : H.IsHermitian)
    (W : Matrix n m ℂ) (E : ℝ) :
    (openOperator H W E)ᴴ = openOperator H W E - Complex.I • (W * Wᴴ) := by
  have hE : star (E : ℂ) = E := Complex.conj_ofReal E
  have hI : star (Complex.I / 2) = -(Complex.I / 2) := by
    apply Complex.ext <;> simp
    norm_num
  unfold openOperator
  rw [conjTranspose_add, conjTranspose_sub, conjTranspose_smul, conjTranspose_smul,
    conjTranspose_one, conjTranspose_mul, conjTranspose_conjTranspose, hH.eq, hE, hI]
  module
```

The next lemma evaluates $G^*A^*G$ in two ways, as above. In the code, `hG'` is $G^*A^*=1$, and `h1` becomes $G^* - iG^*WW^*G = G$.

```lean
/-- For Hermitian `H`, the anti-Hermitian part of the Green's matrix comes from the
coupling to the channels: `G - G* = -i G* W W* G`. -/
theorem green_sub_conjTranspose {H G : Matrix n n ℂ} {W : Matrix n m ℂ} {E : ℝ}
    (hH : H.IsHermitian) (hG : openOperator H W E * G = 1) :
    G - Gᴴ = -(Complex.I • (Gᴴ * (W * Wᴴ) * G)) := by
  have hG' : Gᴴ * (openOperator H W E)ᴴ = 1 := by
    rw [← conjTranspose_mul, hG, conjTranspose_one]
  -- evaluate G* A* G in two ways
  have h1 : Gᴴ * (openOperator H W E - Complex.I • (W * Wᴴ)) * G = G := by
    rw [← openOperator_conjTranspose hH, hG', Matrix.one_mul]
  rw [Matrix.mul_sub, Matrix.sub_mul, Matrix.mul_assoc Gᴴ (openOperator H W E) G, hG,
    Matrix.mul_one, Matrix.mul_smul, Matrix.smul_mul] at h1
  calc G - Gᴴ = (Gᴴ - Complex.I • (Gᴴ * (W * Wᴴ) * G)) - Gᴴ := by rw [h1]
    _ = -(Complex.I • (Gᴴ * (W * Wᴴ) * G)) := by abel
```

Placing this identity between $W^*$ and $W$ gives the relation for $K$.

```lean
/-- The optical theorem in matrix form: for Hermitian `H` and `G` inverse to the
open-system operator, `K - K* = -i K* K`. -/
theorem optical_theorem {H G : Matrix n n ℂ} {W : Matrix n m ℂ} {E : ℝ}
    (hH : H.IsHermitian) (hG : openOperator H W E * G = 1) :
    transitionMatrix W G - (transitionMatrix W G)ᴴ =
      -(Complex.I • ((transitionMatrix W G)ᴴ * transitionMatrix W G)) := by
  have h : transitionMatrix W G - (transitionMatrix W G)ᴴ = Wᴴ * (G - Gᴴ) * W := by
    simp only [transitionMatrix, conjTranspose_mul, conjTranspose_conjTranspose,
      Matrix.mul_sub, Matrix.sub_mul, Matrix.mul_assoc]
  rw [h, green_sub_conjTranspose hH hG]
  simp only [transitionMatrix, conjTranspose_mul, conjTranspose_conjTranspose,
    Matrix.mul_neg, Matrix.neg_mul, Matrix.mul_smul, Matrix.smul_mul, Matrix.mul_assoc]
```

**Q:** That is called the optical theorem. I know it as a relation between the forward amplitude and the total cross section.

**A:** This is its form for finitely many channels. The diagonal entry says $-2\,\mathrm{Im}\,K_{bb} = \sum_a |K_{ab}|^2$. Turning that into a cross section requires the normalisation of incoming plane waves, which plays no role here.

The unitarity proof then forgets how $K$ was built: `generalize` keeps only the relation $K-K^*=-iK^*K$. The step `h` expands $S^*S$, and the relation cancels the quadratic term.

```lean
/-- For Hermitian `H`, real `E` and `G` inverse to `E - H + (i/2) W W*`, the scattering
matrix `1 - i W* G W` is unitary. -/
theorem scatteringMatrix_unitary [DecidableEq m] {H G : Matrix n n ℂ}
    {W : Matrix n m ℂ} {E : ℝ}
    (hH : H.IsHermitian) (hG : openOperator H W E * G = 1) :
    scatteringMatrix W G ∈ unitaryGroup m ℂ := by
  have hK := optical_theorem hH hG
  rw [mem_unitaryGroup_iff', star_eq_conjTranspose]
  unfold scatteringMatrix
  generalize transitionMatrix W G = K at hK ⊢
  have hI : star Complex.I = -Complex.I := Complex.conj_I
  have h : (1 - Complex.I • K)ᴴ * (1 - Complex.I • K)
      = 1 - Complex.I • (K - Kᴴ) + Kᴴ * K := by
    rw [conjTranspose_sub, conjTranspose_one, conjTranspose_smul, hI]
    simp only [Matrix.sub_mul, Matrix.mul_sub, Matrix.one_mul, Matrix.mul_one,
      Matrix.smul_mul, Matrix.mul_smul, smul_smul, smul_sub, neg_smul, neg_mul,
      smul_neg, Complex.I_mul_I, neg_neg, one_smul]
    abel
  -- the optical theorem cancels the quadratic term
  rw [h, hK, smul_neg, smul_smul, Complex.I_mul_I, neg_smul, one_smul]
  abel
```

Membership in `unitaryGroup m ℂ` means that $S$ is unitary on channel space. For the probabilities, the proof reads off the diagonal entry $(b,b)$ and rewrites each $\overline{S_{ab}}S_{ab}$ as a squared modulus.

```lean
/-- Conservation of probability: for Hermitian `H` and `G` inverse to the open-system
operator, the probabilities of scattering from channel `b` into all channels sum to one. -/
theorem sum_probability [DecidableEq m] {H G : Matrix n n ℂ} {W : Matrix n m ℂ} {E : ℝ}
    (hH : H.IsHermitian) (hG : openOperator H W E * G = 1) (b : m) :
    ∑ a, ‖scatteringMatrix W G a b‖ ^ 2 = 1 := by
  have h := congrFun (congrFun
    (mem_unitaryGroup_iff'.mp (scatteringMatrix_unitary hH hG)) b) b
  rw [Matrix.mul_apply, Matrix.one_apply_eq] at h
  apply Complex.ofReal_injective
  push_cast
  rw [← h]
  refine Finset.sum_congr rfl fun a _ => ?_
  rw [Matrix.star_apply, Complex.star_def, Complex.conj_mul']
```

The bound follows because one non-negative term cannot exceed the whole sum.

```lean
/-- For Hermitian `H` and `G` inverse to the open-system operator, every probability
`|S_ab|²` is at most one. -/
theorem probability_le_one [DecidableEq m] {H G : Matrix n n ℂ} {W : Matrix n m ℂ}
    {E : ℝ} (hH : H.IsHermitian) (hG : openOperator H W E * G = 1) (a b : m) :
    ‖scatteringMatrix W G a b‖ ^ 2 ≤ 1 := by
  rw [← sum_probability hH hG b]
  exact Finset.single_le_sum (f := fun a => ‖scatteringMatrix W G a b‖ ^ 2)
    (fun i _ => sq_nonneg _) (Finset.mem_univ a)
```

For non-interacting electrons, the probabilities with $a$ and $b$ in different leads enter the Landauer conductance. Since the probabilities from one incoming channel sum to one, that channel contributes at most one to the total transmission.

**Q:** What if I drop Hermiticity?

**A:** Take one level and one channel with $H=i/4$, $W=1$ and $E=0$. Then $A=i/4$, $G=-4i$ and $S=1-4=-3$, so $|S|^2=9$. The level has gain and emits more than it receives. This $H$ is normal and equal to its transpose, so neither property can replace Hermiticity in the bound.

**Q:** With Hermitian $H$, can $G$ still fail to exist?

**A:** Yes, if $H$ has a nonzero eigenvector at energy $E$ that is decoupled from every channel, and only then. Suppose first that $G$ exists, $Hv=Ev$ and $W^*v=0$. Then $Av=0$, hence $v=GAv=0$.

Conversely, suppose no such nonzero eigenvector exists, but $A$ is singular. Choose $v\ne0$ with $Av=0$. Then $v^*A^*v=(Av)^*v=0$, while $A^*v = Av-iWW^*v=-iWW^*v$. Therefore

$$0 = v^*A^*v = -i\,\|W^*v\|^2 ,$$

so $W^*v=0$. Now $Av=0$ reduces to $Hv=Ev$, a contradiction.

```lean
/-- For Hermitian `H`, the Green's matrix exists at real energy `E` exactly when no nonzero
eigenvector of `H` with eigenvalue `E` is decoupled from all channels. -/
theorem green_exists_iff {H : Matrix n n ℂ} (hH : H.IsHermitian)
    (W : Matrix n m ℂ) (E : ℝ) :
    (∃ G, openOperator H W E * G = 1) ↔
      ∀ v : n → ℂ, H *ᵥ v = (E : ℂ) • v → Wᴴ *ᵥ v = 0 → v = 0 := by
  have hA : ∀ v : n → ℂ, openOperator H W E *ᵥ v =
      (E : ℂ) • v - H *ᵥ v + (Complex.I / 2) • (W *ᵥ (Wᴴ *ᵥ v)) := by
    intro v
    simp only [openOperator, Matrix.add_mulVec, Matrix.sub_mulVec, Matrix.smul_mulVec,
      Matrix.one_mulVec, Matrix.mulVec_mulVec]
  constructor
  · rintro ⟨G, hG⟩ v hv hw
    have h0 : openOperator H W E *ᵥ v = 0 := by
      rw [hA, hv, hw, Matrix.mulVec_zero, smul_zero, sub_self, add_zero]
    rw [← Matrix.one_mulVec v, ← mul_eq_one_comm.mp hG, ← Matrix.mulVec_mulVec, h0,
      Matrix.mulVec_zero]
  · intro hv
    have hdet : (openOperator H W E).det ≠ 0 := by
      intro h0
      obtain ⟨v, hne, h⟩ := Matrix.exists_mulVec_eq_zero_iff.mpr h0
      -- the expectation value of A* in a null vector of A vanishes
      have h1 : star v ⬝ᵥ ((openOperator H W E)ᴴ *ᵥ v) = 0 := by
        rw [Matrix.dotProduct_mulVec, ← Matrix.star_mulVec, h, star_zero,
          zero_dotProduct]
      rw [openOperator_conjTranspose hH, Matrix.sub_mulVec, h, zero_sub,
        Matrix.smul_mulVec, dotProduct_neg, dotProduct_smul, neg_eq_zero,
        smul_eq_zero_iff_right Complex.I_ne_zero, ← Matrix.mulVec_mulVec,
        Matrix.dotProduct_mulVec] at h1
      have hw : Wᴴ *ᵥ v = 0 := by
        apply dotProduct_star_self_eq_zero.mp
        rw [Matrix.star_mulVec, conjTranspose_conjTranspose]
        exact h1
      rw [hA, hw, Matrix.mulVec_zero, smul_zero, add_zero] at h
      exact hne (hv v (sub_eq_zero.mp h).symm hw)
    exact ⟨_, Matrix.mul_nonsing_inv _ (isUnit_iff_ne_zero.mpr hdet)⟩
```

In the code, `hA` writes out $Av$. The second direction obtains the null vector from a vanishing determinant, and `h1` carries the expectation value of $A^*$. Once the determinant is known to be nonzero, the matrix inverse supplies $G$.

**Q:** What does the smallest interesting case look like?

**A:** With one level $\varepsilon$ and one channel of real coupling $w$,

$$S = \frac{E-\varepsilon-\tfrac{i}{2}w^2}{E-\varepsilon+\tfrac{i}{2}w^2}$$

whenever the denominator is nonzero. This is a pure phase: everything is reflected. As $w\to0$ at fixed $E\neq\varepsilon$, $S\to1$. At $w=0$ and $E=\varepsilon$ the level is decoupled and $G$ does not exist.

**Q:** And with two channels, do I recover a resonance?

**A:** Yes. Let the real couplings be $w_1$ to channel 0 and $w_2$ to channel 1; Lean numbers the channels from zero. Then

$$\left(E-\varepsilon+\tfrac{i}{2}(w_1^2+w_2^2)\right)G=1,\qquad S_{01}=-i\,w_1Gw_2 .$$

Taking squared moduli gives

$$|S_{01}|^2=\frac{w_1^2w_2^2}{(E-\varepsilon)^2+\left(\tfrac{w_1^2+w_2^2}{2}\right)^2}.$$

This is the Breit-Wigner formula for a single level with partial widths $w_1^2$ and $w_2^2$, without background scattering or neighbouring resonances.

```lean
/-- The Breit-Wigner formula: transmission through one level `ε` with real couplings
`w₁`, `w₂` to two channels, whenever the Green's matrix `G` exists. -/
theorem breit_wigner (ε E w₁ w₂ : ℝ) {G : Matrix (Fin 1) (Fin 1) ℂ}
    (hG : openOperator !![(ε : ℂ)] !![(w₁ : ℂ), (w₂ : ℂ)] E * G = 1) :
    ‖scatteringMatrix !![(w₁ : ℂ), (w₂ : ℂ)] G 0 1‖ ^ 2 =
      w₁ ^ 2 * w₂ ^ 2 / ((E - ε) ^ 2 + ((w₁ ^ 2 + w₂ ^ 2) / 2) ^ 2) := by
  have h1 : (((E - ε : ℝ) : ℂ) + (((w₁ ^ 2 + w₂ ^ 2) / 2 : ℝ) : ℂ) * Complex.I)
      * G 0 0 = 1 := by
    have h := congrFun (congrFun hG 0) 0
    simp [openOperator, Matrix.mul_apply, Matrix.vecMul, dotProduct,
      Fin.sum_univ_succ] at h
    push_cast
    linear_combination h
  have h2 := congrArg Complex.normSq h1
  rw [map_mul, Complex.normSq_add_mul_I, map_one] at h2
  have hD : (E - ε) ^ 2 + ((w₁ ^ 2 + w₂ ^ 2) / 2) ^ 2 ≠ 0 := by
    intro h
    rw [h, zero_mul] at h2
    exact zero_ne_one h2
  have hS : scatteringMatrix !![(w₁ : ℂ), (w₂ : ℂ)] G 0 1 =
      -(Complex.I * (w₁ * G 0 0 * w₂)) := by
    simp [scatteringMatrix, transitionMatrix, Matrix.mul_apply]
  rw [← Complex.normSq_eq_norm_sq, hS, Complex.normSq_neg, eq_div_iff hD]
  simp only [map_mul, Complex.normSq_I, Complex.normSq_ofReal]
  linear_combination w₁ ^ 2 * w₂ ^ 2 * h2
```

The step `h1` is the scalar equation for $G$, and `h2` is its squared modulus, which also shows that the denominator is nonzero. The step `hS` evaluates $S_{01}$.

**Q:** Does transmission ever reach the bound of one?

**A:** It is reached on resonance with equal couplings. For $w_1=w_2=1$ and $E=\varepsilon$, $A=i$ and $G=-i$. Every entry of $K$ is $-i$, so

$$S=\begin{pmatrix}1&0\\0&1\end{pmatrix}-\begin{pmatrix}1&1\\1&1\end{pmatrix}=\begin{pmatrix}0&-1\\-1&0\end{pmatrix}.$$

Reflection vanishes and transmission is complete in both directions. The last theorem checks both the equation $AG=1$ and this matrix, entry by entry.

```lean
/-- A level `ε` coupled with unit strength to two channels has, at energy `ε`, the Green's
matrix `-i` and a scattering matrix with zero diagonal and off-diagonal entries `-1`. -/
theorem resonance_witness (ε : ℝ) :
    openOperator !![(ε : ℂ)] (!![1, 1] : Matrix (Fin 1) (Fin 2) ℂ) ε
        * !![-Complex.I] = 1 ∧
      scatteringMatrix (!![1, 1] : Matrix (Fin 1) (Fin 2) ℂ) !![-Complex.I] =
        !![0, -1; -1, 0] := by
  constructor
  · ext i j
    fin_cases i; fin_cases j
    simp [openOperator, Matrix.mul_apply, Matrix.vecMul, dotProduct,
      Fin.sum_univ_succ]
    linear_combination -Complex.I_mul_I
  · ext i j
    fin_cases i <;> fin_cases j <;>
      simp [scatteringMatrix, transitionMatrix, Matrix.mul_apply]

end

end ScatteringUnitarity
```

```lean
#print axioms ScatteringUnitarity.scatteringMatrix_unitary
-- 'ScatteringUnitarity.scatteringMatrix_unitary' depends on axioms: [propext, Classical.choice, Quot.sound]
#print axioms ScatteringUnitarity.probability_le_one
-- 'ScatteringUnitarity.probability_le_one' depends on axioms: [propext, Classical.choice, Quot.sound]
#print axioms ScatteringUnitarity.green_exists_iff
-- 'ScatteringUnitarity.green_exists_iff' depends on axioms: [propext, Classical.choice, Quot.sound]
#print axioms ScatteringUnitarity.breit_wigner
-- 'ScatteringUnitarity.breit_wigner' depends on axioms: [propext, Classical.choice, Quot.sound]
```
